# With exponential pair terms and an attraction per bond weakened as $Z^{-1/2}$, higher coordination lowers the relaxed energy exactly when repulsion decays more than twice as fast as attraction

Whether an atom gains energy from many neighbours or from few is judged after its bonds have relaxed, so the energy assigned to a coordination number is taken here as the infimum over all bond lengths, not as the value at a prescribed length. The formula for the equilibrium length then has to be shown to give the minimum; it is not built into the definition.

## An atom with $Z$ equal bonds

Let an atom have $Z$ neighbours, all at distance $r$. Its energy is

$$E(Z,r)=\frac Z2\left(A e^{-\lambda r}-Z^{-1/2}B e^{-\mu r}\right),\qquad A,B>0,\quad \lambda>\mu>0.$$

The factor $1/2$ shares each bond between two atoms. $A$ and $B$ set the strengths of repulsion and attraction, and $\lambda$ and $\mu$ are their decay constants. Here $Z$ is the coordination number, not the atomic number, and $\mu$ is not a chemical potential.

The factor $Z^{-1/2}$ is postulated. It stands for the second-moment picture of tight binding, in which the band width, and with it the attraction per atom, grows as $\sqrt Z$ at fixed bond length, so that the attraction of each single bond weakens as neighbours are added. For a bond-order potential with exponential pair terms and a bond order that falls as $Z^{-1/2}$, the result links the decay constants to a preference for open or dense structures, within a model of equal nearest-neighbour bonds without angular terms.

## Relaxed energy as a power of $Z$

In Lean, `energy` is $E(Z,r)$ with all quantities real, `lam` and `mu` are $\lambda$ and $\mu$, and `relaxedEnergy` is the infimum over $r$. Three theorems carry the result, all for $A,B>0$ and $\lambda>\mu>0$.

- `isLeast_energy`: there is a constant $C>0$, called `prefactor` and independent of $Z$, such that for every $Z>0$ the least value of $E(Z,r)$ over real $r$ is $-C\,Z^{p}$, with
$$p=\frac{\lambda-2\mu}{2(\lambda-\mu)},\qquad C=\frac{A(\lambda-\mu)}{2\mu}\left(\frac{\mu B}{\lambda A}\right)^{\lambda/(\lambda-\mu)}.$$
- `higher_coordination_favoured_iff`: for $0<Z_1<Z_2$, the relaxed energy at $Z_2$ is lower than at $Z_1$ exactly when $\lambda>2\mu$.
- `coordination_indifferent_iff`: for such $Z_1,Z_2$, the two relaxed energies are equal exactly when $\lambda=2\mu$.

`IsLeast` says that the value is attained and that no bond length gives less. Real $Z$ includes the whole coordination numbers of crystals.

One step to a real bond remains: $r$ ranges over the whole real line, while a distance is positive. The minimum found is a physical bond length only if $\lambda A\sqrt Z>\mu B$, which the hypotheses do not require. If this holds at $Z_1$, it also holds at every $Z_2>Z_1$, and restricting $r$ to positive values then changes neither relaxed energy.

## Force balance and the global minimum

Setting $\partial E/\partial r=0$ at $r=r_0$ gives

$$\lambda A e^{-\lambda r_0}=\mu Z^{-1/2}B e^{-\mu r_0},\qquad r_0=\frac{\ln\frac{\lambda A}{\mu B}+\frac12\ln Z}{\lambda-\mu}.$$

To see that this is the global minimum, put $s=r-r_0$ and $R=Ae^{-\lambda r_0}$. By force balance the attractive term at $r_0$ equals $\lambda R/\mu$, so

$$E(Z,r)-E(Z,r_0)=\frac{ZR}{2\mu}\left[\mu e^{-\lambda s}+\lambda-\mu-\lambda e^{-\mu s}\right].$$

For $s\neq0$ the exponential lies above its tangent at zero:

$$e^{-(\lambda-\mu)s}>1-(\lambda-\mu)s,\qquad e^{\mu s}\ge 1+\mu s.$$

Multiply the first inequality by $\mu$ and the second by $\lambda-\mu$, and add. The terms linear in $s$ cancel:

$$\mu e^{-(\lambda-\mu)s}+(\lambda-\mu)e^{\mu s}>\lambda.$$

Multiplying by $e^{-\mu s}$ shows that the bracket is positive. Every other bond length therefore costs energy.

## The exponent and its sign

At the minimum,

$$E(Z,r_0)=\frac Z2\left(R-\frac{\lambda}{\mu}R\right)=-\frac{\lambda-\mu}{2\mu}\,ZR.$$

The formula for $r_0$ gives

$$R=A\left(\frac{\mu B}{\lambda A}\right)^{\lambda/(\lambda-\mu)}Z^{-\lambda/(2(\lambda-\mu))}.$$

The total power of $Z$ is $1-\frac{\lambda}{2(\lambda-\mu)}=p$, and the remaining factors form $C$.

Since $C>0$, the energy $-CZ^p$ falls with $Z$ when $p>0$, is constant when $p=0$, and rises when $p<0$. The denominator of $p$ is positive, so its sign is that of $\lambda-2\mu$.

## Energy, minimum and comparison in Lean

```lean
import Mathlib

open Real

namespace CoordinationPreference

noncomputable section

/-- Energy per atom with `Z > 0` equal bonds of length `r`: exponential pair repulsion, and
exponential attraction whose strength per bond is weakened by the factor `Z ^ (-1/2)`. -/
def energy (A B lam mu Z r : ℝ) : ℝ :=
  Z / 2 * (A * exp (-lam * r) - Z ^ (-1 / 2 : ℝ) * B * exp (-mu * r))

/-- The equilibrium bond length at coordination `Z`, for positive `A`, `B`, `Z` and
`lam > mu > 0`. -/
def bondLength (A B lam mu Z : ℝ) : ℝ :=
  (log (lam * A / (mu * B)) + log Z / 2) / (lam - mu)

/-- The prefactor `C` of the relaxed energy, for positive `A`, `B` and `lam > mu > 0`. -/
def prefactor (A B lam mu : ℝ) : ℝ :=
  A * (lam - mu) / (2 * mu) * (mu * B / (lam * A)) ^ (lam / (lam - mu))

/-- The relaxed energy at coordination `Z`: the infimum of the energy over all bond lengths. -/
def relaxedEnergy (A B lam mu Z : ℝ) : ℝ :=
  ⨅ r : ℝ, energy A B lam mu Z r

variable {A B lam mu : ℝ}

/-- For `lam > mu > 0` and a nonzero displacement `s`, `lam * exp (-mu * s)` is less than the sum of
`mu * exp (-lam * s)` and the constant `lam - mu`. -/
theorem displacement_cost (hmu : 0 < mu) (hlm : mu < lam) {s : ℝ} (hs : s ≠ 0) :
    lam * exp (-mu * s) < mu * exp (-lam * s) + (lam - mu) := by
  have hd : 0 < lam - mu := sub_pos.2 hlm
  -- the tangent line at zero lies below the exponential
  have h1 : -(lam - mu) * s + 1 < exp (-(lam - mu) * s) :=
    add_one_lt_exp (mul_ne_zero (neg_ne_zero.2 hd.ne') hs)
  have h2 : mu * s + 1 ≤ exp (mu * s) := add_one_le_exp _
  have h3 : lam < mu * exp (-(lam - mu) * s) + (lam - mu) * exp (mu * s) := by
    nlinarith [mul_lt_mul_of_pos_left h1 hmu, mul_le_mul_of_nonneg_left h2 hd.le]
  have e1 : exp (-(lam - mu) * s) * exp (-mu * s) = exp (-lam * s) := by
    rw [← exp_add]
    congr 1
    ring
  have e2 : exp (mu * s) * exp (-mu * s) = 1 := by
    rw [← exp_add, ← exp_zero]
    congr 1
    ring
  calc lam * exp (-mu * s)
      < (mu * exp (-(lam - mu) * s) + (lam - mu) * exp (mu * s)) * exp (-mu * s) :=
        mul_lt_mul_of_pos_right h3 (exp_pos _)
    _ = mu * exp (-lam * s) + (lam - mu) := by
        linear_combination mu * e1 + (lam - mu) * e2

/-- For positive `A`, `B`, `Z` and `lam > mu > 0`, the attractive and repulsive forces along a
bond cancel at the equilibrium bond length. -/
theorem force_balance (hA : 0 < A) (hB : 0 < B) (hmu : 0 < mu) (hlm : mu < lam)
    {Z : ℝ} (hZ : 0 < Z) :
    mu * (Z ^ (-1 / 2 : ℝ) * B * exp (-mu * bondLength A B lam mu Z)) =
      lam * A * exp (-lam * bondLength A B lam mu Z) := by
  have hlam : 0 < lam := hmu.trans hlm
  have hd : lam - mu ≠ 0 := (sub_pos.2 hlm).ne'
  have hq : 0 < lam * A / (mu * B) := by positivity
  have hr : (lam - mu) * bondLength A B lam mu Z =
      log (lam * A / (mu * B)) + log Z / 2 := by
    unfold bondLength
    exact mul_div_cancel₀ _ hd
  have h1 : exp (-mu * bondLength A B lam mu Z) =
      exp (-lam * bondLength A B lam mu Z) * (lam * A / (mu * B)) * exp (log Z / 2) := by
    have h : -mu * bondLength A B lam mu Z = -lam * bondLength A B lam mu Z +
        log (lam * A / (mu * B)) + log Z / 2 := by linear_combination hr
    rw [h, exp_add, exp_add, exp_log hq]
  have h2 : Z ^ (-1 / 2 : ℝ) * exp (log Z / 2) = 1 := by
    have h : log Z * (-1 / 2) + log Z / 2 = 0 := by ring
    rw [rpow_def_of_pos hZ, ← exp_add, h, exp_zero]
  have h3 : mu * B * (lam * A / (mu * B)) = lam * A := by field_simp
  rw [h1]
  generalize lam * A / (mu * B) = q at h3 ⊢
  linear_combination (Z ^ (-1 / 2 : ℝ) * exp (log Z / 2) *
    exp (-lam * bondLength A B lam mu Z)) * h3 +
    lam * A * exp (-lam * bondLength A B lam mu Z) * h2

/-- For positive `A`, `B`, `Z` and `lam > mu > 0`, every bond length other than the equilibrium
one has strictly higher energy. -/
theorem energy_bondLength_lt (hA : 0 < A) (hB : 0 < B) (hmu : 0 < mu) (hlm : mu < lam)
    {Z r : ℝ} (hZ : 0 < Z) (hr : r ≠ bondLength A B lam mu Z) :
    energy A B lam mu Z (bondLength A B lam mu Z) < energy A B lam mu Z r := by
  have bal := force_balance hA hB hmu hlm hZ
  generalize bondLength A B lam mu Z = r₀ at bal hr ⊢
  have hs := displacement_cost hmu hlm (sub_ne_zero.2 hr)
  have split (k : ℝ) : exp (-k * r) = exp (-k * r₀) * exp (-k * (r - r₀)) := by
    rw [← exp_add]
    congr 1
    ring
  have hpos : 0 < Z / 2 * (A * exp (-lam * r₀)) *
      (mu * exp (-lam * (r - r₀)) + (lam - mu) - lam * exp (-mu * (r - r₀))) :=
    mul_pos (by positivity) (sub_pos.2 hs)
  -- force balance turns the energy difference into the displacement cost
  have hid : mu * (energy A B lam mu Z r - energy A B lam mu Z r₀) =
      Z / 2 * (A * exp (-lam * r₀)) *
      (mu * exp (-lam * (r - r₀)) + (lam - mu) - lam * exp (-mu * (r - r₀))) := by
    unfold energy
    rw [split lam, split mu]
    linear_combination (-(Z / 2) * (exp (-mu * (r - r₀)) - 1)) * bal
  rw [← hid] at hpos
  exact sub_pos.1 ((mul_pos_iff_of_pos_left hmu).1 hpos)

/-- For positive `A`, `B`, `Z` and `lam > mu > 0`, the energy at the equilibrium bond length is
`-C * Z ^ ((lam - 2 mu) / (2 (lam - mu)))`, where `C` is `prefactor A B lam mu`. -/
theorem energy_bondLength (hA : 0 < A) (hB : 0 < B) (hmu : 0 < mu) (hlm : mu < lam)
    {Z : ℝ} (hZ : 0 < Z) :
    energy A B lam mu Z (bondLength A B lam mu Z) =
      -prefactor A B lam mu * Z ^ ((lam - 2 * mu) / (2 * (lam - mu))) := by
  have hlam : 0 < lam := hmu.trans hlm
  have hd : lam - mu ≠ 0 := (sub_pos.2 hlm).ne'
  have bal := force_balance hA hB hmu hlm hZ
  have hlog : log (mu * B / (lam * A)) = -log (lam * A / (mu * B)) := by
    rw [← log_inv, inv_div]
  -- collect all powers of Z
  have key : Z * exp (-lam * bondLength A B lam mu Z) =
      (mu * B / (lam * A)) ^ (lam / (lam - mu)) *
        Z ^ ((lam - 2 * mu) / (2 * (lam - mu))) := by
    rw [rpow_def_of_pos (by positivity : 0 < mu * B / (lam * A)), rpow_def_of_pos hZ,
      hlog, ← exp_add]
    calc Z * exp (-lam * bondLength A B lam mu Z)
        = exp (log Z + -lam * bondLength A B lam mu Z) := by rw [exp_add, exp_log hZ]
      _ = _ := by
        congr 1
        unfold bondLength
        generalize log (lam * A / (mu * B)) = L
        generalize log Z = z
        field_simp
        ring
  have hE : Z ^ (-1 / 2 : ℝ) * B * exp (-mu * bondLength A B lam mu Z) =
      lam * A * exp (-lam * bondLength A B lam mu Z) / mu := by
    rw [eq_div_iff hmu.ne']
    linarith
  have hm : mu * mu⁻¹ = 1 := mul_inv_cancel₀ hmu.ne'
  unfold energy prefactor
  rw [hE]
  linear_combination (-(A * (lam - mu) / (2 * mu))) * key -
    (Z * A * exp (-lam * bondLength A B lam mu Z) / 2) * hm

/-- For positive `A`, `B` and `lam > mu > 0`, the least energy over all bond lengths is
`-C * Z ^ ((lam - 2 mu) / (2 (lam - mu)))` at every coordination `Z > 0`, with one positive
constant `C`. -/
theorem isLeast_energy (hA : 0 < A) (hB : 0 < B) (hmu : 0 < mu) (hlm : mu < lam) :
    0 < prefactor A B lam mu ∧ ∀ Z : ℝ, 0 < Z →
      IsLeast (Set.range (energy A B lam mu Z))
        (-prefactor A B lam mu * Z ^ ((lam - 2 * mu) / (2 * (lam - mu)))) := by
  have hlam : 0 < lam := hmu.trans hlm
  have hd : 0 < lam - mu := sub_pos.2 hlm
  refine ⟨by unfold prefactor; positivity, fun Z hZ => ?_⟩
  rw [← energy_bondLength hA hB hmu hlm hZ]
  refine ⟨⟨_, rfl⟩, ?_⟩
  rintro _ ⟨r, rfl⟩
  by_cases hr : r = bondLength A B lam mu Z
  · rw [hr]
  · exact (energy_bondLength_lt hA hB hmu hlm hZ hr).le

/-- For positive `A`, `B` and `lam > mu > 0`, the larger of two positive coordinations has the
lower relaxed energy exactly when `lam > 2 mu`. -/
theorem higher_coordination_favoured_iff (hA : 0 < A) (hB : 0 < B) (hmu : 0 < mu)
    (hlm : mu < lam) {Z₁ Z₂ : ℝ} (hZ₁ : 0 < Z₁) (hZ : Z₁ < Z₂) :
    relaxedEnergy A B lam mu Z₂ < relaxedEnergy A B lam mu Z₁ ↔ 2 * mu < lam := by
  obtain ⟨hC, hmin⟩ := isLeast_energy hA hB hmu hlm
  have hZ₂ := hZ₁.trans hZ
  have hlog : log Z₁ < log Z₂ := log_lt_log hZ₁ hZ
  have g₁ : relaxedEnergy A B lam mu Z₁ = _ := (hmin Z₁ hZ₁).csInf_eq
  have g₂ : relaxedEnergy A B lam mu Z₂ = _ := (hmin Z₂ hZ₂).csInf_eq
  have hp : 0 < (lam - 2 * mu) / (2 * (lam - mu)) ↔ 2 * mu < lam := by
    rw [div_pos_iff_of_pos_right (by linarith)]
    exact sub_pos
  rw [g₁, g₂, rpow_def_of_pos hZ₁, rpow_def_of_pos hZ₂, ← hp]
  generalize (lam - 2 * mu) / (2 * (lam - mu)) = p
  constructor
  · intro h
    have h' : exp (log Z₁ * p) < exp (log Z₂ * p) :=
      lt_of_mul_lt_mul_left (by linarith) hC.le
    have h'' := exp_lt_exp.1 h'
    by_contra hn
    nlinarith [mul_nonneg (sub_nonneg.2 hlog.le) (neg_nonneg.2 (not_lt.1 hn))]
  · intro h
    have h' := exp_lt_exp.2 (mul_lt_mul_of_pos_right hlog h)
    linarith [mul_lt_mul_of_pos_left h' hC]

/-- For positive `A`, `B` and `lam > mu > 0`, two different positive coordinations have the same
relaxed energy exactly when `lam = 2 mu`. -/
theorem coordination_indifferent_iff (hA : 0 < A) (hB : 0 < B) (hmu : 0 < mu)
    (hlm : mu < lam) {Z₁ Z₂ : ℝ} (hZ₁ : 0 < Z₁) (hZ : Z₁ < Z₂) :
    relaxedEnergy A B lam mu Z₂ = relaxedEnergy A B lam mu Z₁ ↔ lam = 2 * mu := by
  obtain ⟨hC, hmin⟩ := isLeast_energy hA hB hmu hlm
  have hZ₂ := hZ₁.trans hZ
  have g₁ : relaxedEnergy A B lam mu Z₁ = _ := (hmin Z₁ hZ₁).csInf_eq
  have g₂ : relaxedEnergy A B lam mu Z₂ = _ := (hmin Z₂ hZ₂).csInf_eq
  rw [g₁, g₂]
  constructor
  · intro h
    rw [rpow_def_of_pos hZ₁, rpow_def_of_pos hZ₂] at h
    have h' := exp_injective (mul_left_cancel₀ (neg_ne_zero.2 hC.ne') h)
    have hp : (lam - 2 * mu) / (2 * (lam - mu)) = 0 := by
      by_contra hne
      exact (log_lt_log hZ₁ hZ).ne' (mul_right_cancel₀ hne h')
    rcases div_eq_zero_iff.1 hp with h0 | h0 <;> linarith
  · intro h
    rw [sub_eq_zero.2 h, zero_div, rpow_zero, rpow_zero]

end

end CoordinationPreference
```

```lean
#print axioms CoordinationPreference.higher_coordination_favoured_iff
-- 'CoordinationPreference.higher_coordination_favoured_iff' depends on axioms: [propext, Classical.choice, Quot.sound]
#print axioms CoordinationPreference.coordination_indifferent_iff
-- 'CoordinationPreference.coordination_indifferent_iff' depends on axioms: [propext, Classical.choice, Quot.sound]
```

## From tangent lines to the criterion

`displacement_cost` is the inequality for the bracket. `h1` and `h2` are the two tangent-line bounds, `nlinarith` forms their weighted sum, and the `calc` block multiplies by $e^{-\mu s}$.

`force_balance` starts from the explicit `bondLength`, which is $r_0$, and verifies the balance equation by splitting the exponential of a sum into factors.

`energy_bondLength_lt` proves that the minimum is strict. Its `split` step writes each exponential at $r$ as its value at $r_0$ times a factor in $s$. The identity `hid` is the energy difference above multiplied by $\mu$, and `hpos` supplies its sign.

`energy_bondLength` evaluates the minimum. `key` collects the powers of $Z$ by moving everything into one exponent, and `hE` replaces the attraction by $\lambda R/\mu$.

`isLeast_energy` combines these results: the value is attained at `bondLength`, and any other $r$ lies higher.

In the two comparison theorems, `csInf_eq` turns each infimum into the power law. Lean gives the infimum of a real set without a lower bound the value zero, so it matters that the minimum has been shown to exist. Each power is then written as $Z^p=e^{p\ln Z}$. For the strict comparison, monotonicity of the exponential reduces the claim to the sign of $p$, because $\ln Z_1<\ln Z_2$. For equality, injectivity of the exponential gives $p\ln Z_2=p\ln Z_1$, which forces $p=0$ and hence $\lambda=2\mu$; conversely, $p=0$ makes both powers equal to one.
